# Becke's uncapped size adjustment preserves $[-1,1]$ exactly for size ratios from $\sqrt2-1$ to $\sqrt2+1$

For two atoms with size ratio 3, Becke's size adjustment sends the coordinate $-3/4$ to $-25/24$. That is outside $[-1,1]$, where the switching polynomial $(3x-x^3)/2$ is no longer increasing, so the fuzzy cell stops being a monotone switch between the atoms. Programs avoid this by clipping a coefficient to $\pm1/2$. Why that number, which atom pairs does it affect, and is the cell boundary still where the radii put it?

## The bound $1/2$ and the boundary it freezes

Let $c>0$ be the ratio of the first atom's radius to the second's. For a point at distances $p$ and $q$ from the two nuclei, which are $R$ apart, put $m=(p-q)/R$; by the triangle inequality $m\in[-1,1]$. Becke's map is
$$f_a(m)=m+a(1-m^2),\qquad a=\frac{u}{u^2-1},\qquad u=\frac{c-1}{c+1}.$$

**Boundary.** Take the cell boundary between the two atoms to be where $f_a(m)=0$: the switching polynomial is odd, so there it favours neither atom. Since $u^2-1=-4c/(c+1)^2<0$, we have $|u|<1$ and $a=(1-c^2)/(4c)$. Moreover,
$$(u^2-1)f_a(m)=(u^2-1)m+u(1-m^2)=(u-m)(1+um).$$
The last factor is positive on $[-1,1]$, so the only zero there is $m=u$. On the bond axis between the nuclei, $p+q=R$, and $(p-q)/(p+q)=(c-1)/(c+1)$ reduces to $p=cq$: the boundary divides the bond in the ratio of the radii.

**Range.** If $|a|\le1/2$, then
$$1+f_a(m)\ge(1+m)-\tfrac12(1-m^2)=\tfrac12(1+m)^2\ge0,$$
and likewise $1-f_a(m)\ge\tfrac12(1-m)^2\ge0$. If $a>1/2$, the vertex $m=1/(2a)$ lies in the interval, and there $f_a-1=(2a-1)^2/(4a)>0$. The case $a<-1/2$ follows from $f_{-a}(m)=-f_a(-m)$. So $[-1,1]$ is preserved exactly when $|a|\le1/2$. The map is then also strictly increasing, because for $m<n$ in the interval
$$f_a(n)-f_a(m)=(n-m)\bigl(1-a(m+n)\bigr),\qquad |m+n|<2.$$

**Window.** Inserting $a=(1-c^2)/(4c)$ gives $c^2-2c-1\le0$ and $c^2+2c-1\ge0$, which for $c>0$ means $\sqrt2-1\le c\le\sqrt2+1$.

**Capping.** For $c\ge\sqrt2+1$ the clipped coefficient is $-1/2$. The zero then solves $m^2+2m-1=0$, whose only root in $[-1,1]$ is $\sqrt2-1$. So the boundary no longer follows the radii: it stays where $c=\sqrt2+1$ would put it.

In Lean 4 with Mathlib:

```lean
import Mathlib

open Set

namespace BeckeSizeAdjustment

noncomputable section

/-- The size parameter `u = (c - 1) / (c + 1)` of two atoms with size ratio `c ≠ -1`. -/
def sizeParam (c : ℝ) : ℝ := (c - 1) / (c + 1)

/-- Becke's coefficient `a = u / (u ^ 2 - 1)`, for size ratios `c` other than `0` and `-1`. -/
def shift (c : ℝ) : ℝ := sizeParam c / (sizeParam c ^ 2 - 1)

/-- Becke's map `m ↦ m + a (1 - m ^ 2)` of the confocal elliptic coordinate `m`. -/
def adjust (a m : ℝ) : ℝ := m + a * (1 - m ^ 2)

/-- Becke's coefficient cut off to the interval from `-1/2` to `1/2`, for size ratios `c`
other than `0` and `-1`. -/
def cappedShift (c : ℝ) : ℝ := max (-(1 / 2)) (min (1 / 2) (shift c))

/-- For a positive size ratio the size parameter satisfies `u ^ 2 < 1`. -/
theorem sizeParam_sq_lt_one {c : ℝ} (hc : 0 < c) : sizeParam c ^ 2 < 1 := by
  have h1 : -1 < sizeParam c := by
    unfold sizeParam
    rw [lt_div_iff₀ (by linarith)]
    linarith
  have h2 : sizeParam c < 1 := by
    unfold sizeParam
    rw [div_lt_iff₀ (by linarith)]
    linarith
  nlinarith

/-- For a positive size ratio `c`, Becke's coefficient is `(1 - c ^ 2) / (4 c)`. -/
theorem shift_eq {c : ℝ} (hc : 0 < c) : shift c = (1 - c ^ 2) / (4 * c) := by
  have hd : sizeParam c ^ 2 - 1 ≠ 0 := by
    have := sizeParam_sq_lt_one hc
    linarith
  have h4 : 4 * c ≠ 0 := by positivity
  have h1 : c + 1 ≠ 0 := by positivity
  unfold shift
  rw [div_eq_div_iff hd h4]
  unfold sizeParam
  field_simp
  ring

/-- At a point of the bond axis between two nuclei a distance `R > 0` apart, with distances
`p` and `q` to them, the coordinate `(p - q) / R` equals the size parameter of a positive
size ratio `c` exactly when `p = c q`. -/
theorem bond_point_iff {c p q R : ℝ} (hc : 0 < c) (hR : 0 < R) (hpq : p + q = R) :
    (p - q) / R = sizeParam c ↔ p = c * q := by
  have h1 : c + 1 ≠ 0 := by positivity
  unfold sizeParam
  rw [div_eq_div_iff hR.ne' h1, ← hpq]
  constructor
  · intro h
    linear_combination (1 / 2) * h
  · intro h
    linear_combination 2 * h

/-- For a positive size ratio, the only zero of Becke's map on `[-1, 1]` is the
size parameter `u`. -/
theorem adjust_eq_zero_iff {c m : ℝ} (hc : 0 < c) (hm : m ∈ Icc (-1 : ℝ) 1) :
    adjust (shift c) m = 0 ↔ m = sizeParam c := by
  have hu := sizeParam_sq_lt_one hc
  have hd : sizeParam c ^ 2 - 1 ≠ 0 := by linarith
  have ha : shift c * (sizeParam c ^ 2 - 1) = sizeParam c := div_mul_cancel₀ _ hd
  have hm2 : m ^ 2 ≤ 1 := by nlinarith [hm.1, hm.2]
  have hpos : 0 < 1 + sizeParam c * m := by nlinarith [sq_nonneg (sizeParam c + m)]
  unfold adjust
  constructor
  · intro h
    -- `u ^ 2 - 1` times the map factorises, and the second factor is positive on the interval
    have hf : (sizeParam c - m) * (1 + sizeParam c * m) = 0 := by
      linear_combination (sizeParam c ^ 2 - 1) * h - (1 - m ^ 2) * ha
    rcases mul_eq_zero.mp hf with h0 | h0
    · linarith
    · linarith
  · intro h
    rw [h]
    linear_combination -ha

/-- If Becke's map with coefficient `a` does not exceed `1` on `[-1, 1]`, then `a ≤ 1/2`. -/
theorem coeff_le_half {a : ℝ} (h : ∀ m ∈ Icc (-1 : ℝ) 1, adjust a m ≤ 1) : a ≤ 1 / 2 := by
  by_contra hcon
  have ha : 1 / 2 < a := not_le.mp hcon
  have ha0 : 0 < a := by linarith
  have hv : 0 < 1 / (2 * a) := by positivity
  have hv1 : 1 / (2 * a) ≤ 1 := by
    rw [div_le_one (by positivity)]
    linarith
  -- evaluate at the vertex of the parabola
  have h1 := h (1 / (2 * a)) ⟨by linarith, hv1⟩
  have e : adjust a (1 / (2 * a)) - 1 = (2 * a - 1) ^ 2 / (4 * a) := by
    unfold adjust
    field_simp
    ring
  have h2 : 0 < (2 * a - 1) ^ 2 / (4 * a) :=
    div_pos (pow_pos (by linarith) 2) (by linarith)
  linarith

/-- Becke's map with coefficient `a` sends `[-1, 1]` into itself exactly when `|a| ≤ 1/2`. -/
theorem mapsTo_iff_abs_le (a : ℝ) :
    MapsTo (adjust a) (Icc (-1) 1) (Icc (-1) 1) ↔ |a| ≤ 1 / 2 := by
  rw [abs_le]
  constructor
  · intro h
    have h1 : a ≤ 1 / 2 := coeff_le_half fun m hm => (h hm).2
    -- exchanging the two atoms reverses the signs of `a` and `m`
    have h2 : -a ≤ 1 / 2 := coeff_le_half fun m hm => by
      have hm' : -m ∈ Icc (-1 : ℝ) 1 := ⟨by linarith [hm.2], by linarith [hm.1]⟩
      have h3 := (h hm').1
      have e : adjust (-a) m = -adjust a (-m) := by
        unfold adjust
        ring
      linarith
    exact ⟨by linarith, h1⟩
  · rintro ⟨h1, h2⟩ m ⟨hm1, hm2⟩
    have hm : 0 ≤ 1 - m ^ 2 := by nlinarith
    unfold adjust
    constructor
    · nlinarith [mul_nonneg hm (by linarith : 0 ≤ a + 1 / 2), sq_nonneg (1 + m)]
    · nlinarith [mul_nonneg hm (sub_nonneg.mpr h2), sq_nonneg (1 - m)]

/-- For `|a| ≤ 1/2` Becke's map is strictly increasing on `[-1, 1]`. -/
theorem adjust_strictMonoOn {a : ℝ} (ha : |a| ≤ 1 / 2) :
    StrictMonoOn (adjust a) (Icc (-1) 1) := by
  intro m hm n hn hmn
  obtain ⟨h1, h2⟩ := abs_le.mp ha
  have ha2 : 4 * a ^ 2 ≤ 1 := by nlinarith
  have hs1 : -2 < m + n := by linarith [hm.1]
  have hs2 : m + n < 2 := by linarith [hn.2]
  have hs : (m + n) ^ 2 < 4 := by nlinarith
  have hp : 0 < 1 - a * (m + n) := by nlinarith [sq_nonneg (2 * a - (m + n) / 2)]
  have hq := mul_pos (sub_pos.mpr hmn) hp
  have e : adjust a n - adjust a m = (n - m) * (1 - a * (m + n)) := by
    unfold adjust
    ring
  linarith

/-- For a positive size ratio `c`, Becke's map sends `[-1, 1]` into itself exactly when
`√2 - 1 ≤ c ≤ √2 + 1`. -/
theorem becke_mapsTo_iff {c : ℝ} (hc : 0 < c) :
    MapsTo (adjust (shift c)) (Icc (-1) 1) (Icc (-1) 1) ↔
      √2 - 1 ≤ c ∧ c ≤ √2 + 1 := by
  have hs : √2 ^ 2 = (2 : ℝ) := Real.sq_sqrt (by norm_num)
  have hs0 : 0 ≤ √2 := Real.sqrt_nonneg 2
  have hs1 : 1 < √2 := by nlinarith
  have h4 : 0 < 4 * c := by positivity
  rw [mapsTo_iff_abs_le, shift_eq hc, abs_le, le_div_iff₀ h4, div_le_iff₀ h4]
  constructor
  · rintro ⟨h1, h2⟩
    constructor
    · by_contra h
      have h' := not_le.mp h
      nlinarith [mul_pos (by linarith : 0 < √2 - 1 - c) (by linarith : 0 < √2 + 1 + c)]
    · by_contra h
      have h' := not_le.mp h
      nlinarith [mul_pos (by linarith : 0 < c - 1 - √2) (by linarith : 0 < c - 1 + √2)]
  · rintro ⟨h1, h2⟩
    constructor
    · nlinarith [mul_nonneg (by linarith : 0 ≤ √2 + 1 - c) (by linarith : 0 ≤ c - 1 + √2)]
    · nlinarith [mul_nonneg (by linarith : 0 ≤ c + 1 - √2) (by linarith : 0 ≤ c + 1 + √2)]

/-- With the capped coefficient, Becke's map sends `[-1, 1]` into itself. -/
theorem capped_mapsTo (c : ℝ) :
    MapsTo (adjust (cappedShift c)) (Icc (-1) 1) (Icc (-1) 1) := by
  rw [mapsTo_iff_abs_le, abs_le]
  exact ⟨le_max_left _ _, max_le (by norm_num) (min_le_left _ _)⟩

/-- For every size ratio `c ≥ √2 + 1`, the only zero of the capped map on `[-1, 1]` is
`m = √2 - 1`. -/
theorem capped_eq_zero_iff {c m : ℝ} (hc : √2 + 1 ≤ c) (hm : m ∈ Icc (-1 : ℝ) 1) :
    adjust (cappedShift c) m = 0 ↔ m = √2 - 1 := by
  have hs : √2 ^ 2 = (2 : ℝ) := Real.sq_sqrt (by norm_num)
  have hs0 : 0 < √2 := Real.sqrt_pos.mpr (by norm_num)
  have hc0 : 0 < c := by linarith
  have hle : shift c ≤ -(1 / 2) := by
    rw [shift_eq hc0, div_le_iff₀ (by positivity)]
    nlinarith [mul_nonneg (by linarith : 0 ≤ c - 1 - √2) (by linarith : 0 ≤ c - 1 + √2)]
  -- the cap is active
  have hcap : cappedShift c = -(1 / 2) := max_eq_left ((min_le_right _ _).trans hle)
  rw [hcap]
  unfold adjust
  constructor
  · intro h
    have hf : (m + 1 - √2) * (m + 1 + √2) = 0 := by
      linear_combination 2 * h - hs
    rcases mul_eq_zero.mp hf with h0 | h0
    · linarith
    · linarith [hm.1]
  · intro h
    rw [h]
    linear_combination (1 / 2) * hs

end

end BeckeSizeAdjustment
```

```lean
#print axioms BeckeSizeAdjustment.adjust_strictMonoOn
#print axioms BeckeSizeAdjustment.becke_mapsTo_iff
#print axioms BeckeSizeAdjustment.capped_mapsTo
#print axioms BeckeSizeAdjustment.capped_eq_zero_iff
```

```
'BeckeSizeAdjustment.adjust_strictMonoOn' depends on axioms: [propext, Classical.choice, Quot.sound]
'BeckeSizeAdjustment.becke_mapsTo_iff' depends on axioms: [propext, Classical.choice, Quot.sound]
'BeckeSizeAdjustment.capped_mapsTo' depends on axioms: [propext, Classical.choice, Quot.sound]
'BeckeSizeAdjustment.capped_eq_zero_iff' depends on axioms: [propext, Classical.choice, Quot.sound]
```

In the file, `sizeParam c` is $u$, `shift c` is $a$, `adjust a` is $f_a$, and `cappedShift c` is the clipped coefficient. `MapsTo (adjust (shift c)) (Icc (-1) 1) (Icc (-1) 1)` says that every $m\in[-1,1]$ has its image in $[-1,1]$. The main theorem, `becke_mapsTo_iff`, assumes only `0 < c`, as a ratio of radii must satisfy; equal atoms are included, with $a=0$. The geometry enters only through the algebraic relation `p + q = R` in `bond_point_iff`. The theorems concern one pair of atoms and the coordinate map, not the switching polynomial, the normalised weights or the accuracy of the quadrature.

The proofs take the same route. In `adjust_eq_zero_iff`, `linear_combination` produces the factorisation, and `hpos` shows that the second factor is positive. `coeff_le_half` evaluates at the vertex, and `mapsTo_iff_abs_le` uses it twice, the second time through the sign reversal. `becke_mapsTo_iff` rewrites with that criterion and `shift_eq`, clears $4c$, and gives `nlinarith` the products of linear factors that settle the two quadratic inequalities. `capped_mapsTo` combines `mapsTo_iff_abs_le` with the bounds built into `max` and `min`, while `capped_eq_zero_iff` first shows that the cap is active and then factorises.

In a molecular density functional calculation with Becke's size-adjusted partitioning, the exchange-correlation energy is integrated on atom-centred grids. The clipped $a$ is computed once for each atom pair from tabulated radii. At each grid point the program forms $m$, applies $f_a$, iterates the switching polynomial (three times in Becke's scheme) to get a value $y$, and takes $(1-y)/2$ as the pair factor. The product of an atom's pair factors, divided by the sum of such products over all atoms, is its weight at that point.
